# Bonnet's recurrence for the Legendre projections of powers of the distance between two electrons on a sphere

For two electrons on a sphere, at an angle whose cosine is x, the squared distance in units of the squared radius is 2 − 2x, and M(s, l) denotes the integral of (2 − 2x)^s P_l(x) over x from −1 to 1, without the factor (2l + 1)/2 that would make it a Legendre expansion coefficient. The theorem `moment_bonnet` states that (l + 2) M(s, l+2) = (2l + 3) [M(s, l+1) − M(s+1, l+1)/2] − (l + 1) M(s, l) for every real s > −1 and every natural number l. The attempt passes to the variable u = 2 − 2x, in which x = 1 − u/2, so that multiplication by x brings in the exponent s + 1. It proves the recurrence for the integrands pointwise on [0, 4], then splits the integral by linearity, which the integrability of each term allows.

Lean 4 with Mathlib refuses this proof:

```lean
import Mathlib

open Filter Topology

namespace MomentBonnet

noncomputable section

/-- Legendre polynomials, defined by Bonnet's recurrence
`(l+2) P_(l+2) = (2l+3) x P_(l+1) - (l+1) P_l`. -/
def legendre : ℕ → ℝ → ℝ
  | 0, _ => 1
  | 1, x => x
  | l + 2, x => ((2 * (l : ℝ) + 3) * x * legendre (l + 1) x - ((l : ℝ) + 1) * legendre l x)
      / ((l : ℝ) + 2)

/-- The projection of `(2 - 2x)^s` on the Legendre polynomial `P_l`, where `x` is the cosine of
the angle between the electrons; the domain is `s > -1`. -/
def legendreMoment (s : ℝ) (l : ℕ) : ℝ :=
  ∫ x in (-1 : ℝ)..1, (2 - 2 * x) ^ s * legendre l x

/-- Every Legendre polynomial is continuous. -/
theorem legendre_continuous : ∀ l, Continuous (legendre l)
  | 0 => by
    have h : legendre 0 = fun _ => 1 := by funext x; simp only [legendre]
    rw [h]; exact continuous_const
  | 1 => by
    have h : legendre 1 = fun x => x := by funext x; simp only [legendre]
    rw [h]; exact continuous_id
  | l + 2 => by
    have h1 := legendre_continuous (l + 1)
    have h0 := legendre_continuous l
    have h : legendre (l + 2) = fun x => ((2 * (l : ℝ) + 3) * x * legendre (l + 1) x
        - ((l : ℝ) + 1) * legendre l x) / ((l : ℝ) + 2) := by
      funext x; simp only [legendre]
    rw [h]; fun_prop

/-- In the variable `u = 2 - 2x`, the squared distance in units of the squared radius, the
projection is half an integral over `[0,4]`, and for `s > -1` its integrand is integrable. -/
theorem moment_substitution (s : ℝ) (l : ℕ) :
    legendreMoment s l = 2⁻¹ * ∫ u in (0 : ℝ)..4, u ^ s * legendre l (1 - u / 2) ∧
    (-1 < s → IntervalIntegrable (fun u : ℝ => u ^ s * legendre l (1 - u / 2))
      MeasureTheory.volume 0 4) := by
  constructor
  · have h := intervalIntegral.integral_comp_sub_mul (a := -1) (b := 1)
      (fun u : ℝ => u ^ s * legendre l (1 - u / 2)) (two_ne_zero : (2 : ℝ) ≠ 0) 2
    have e : ∀ x : ℝ, 1 - (2 - 2 * x) / 2 = x := by intro x; ring
    rw [show (2 : ℝ) - 2 * 1 = 0 by norm_num, show (2 : ℝ) - 2 * (-1) = 4 by norm_num] at h
    unfold legendreMoment
    simpa only [e, smul_eq_mul] using h
  · intro hs
    have hc : Continuous fun u : ℝ => legendre l (1 - u / 2) :=
      (legendre_continuous l).comp (by fun_prop)
    exact (intervalIntegral.intervalIntegrable_rpow' hs).mul_continuousOn hc.continuousOn

/-- Bonnet's recurrence carried over to the projections, for `s > -1`: multiplication by the
cosine couples the exponents `s` and `s + 1`. -/
theorem moment_bonnet (s : ℝ) (l : ℕ) (hs : -1 < s) :
    ((l : ℝ) + 2) * legendreMoment s (l + 2) =
      (2 * (l : ℝ) + 3) * (legendreMoment s (l + 1) - legendreMoment (s + 1) (l + 1) / 2)
        - ((l : ℝ) + 1) * legendreMoment s l := by
  have i0 := (moment_substitution s l).2 hs
  have i1 := (moment_substitution s (l + 1)).2 hs
  have i2 := (moment_substitution (s + 1) (l + 1)).2 (by linarith)
  have hs1 : s + 1 ≠ 0 := by intro h; linarith
  have hl : (l : ℝ) + 2 ≠ 0 := by positivity
  have key : ((l : ℝ) + 2) * ∫ u in (0 : ℝ)..4, u ^ s * legendre (l + 2) (1 - u / 2) =
      ∫ u in (0 : ℝ)..4, ((2 * (l : ℝ) + 3) * (u ^ s * legendre (l + 1) (1 - u / 2))
        - (2 * (l : ℝ) + 3) / 2 * (u ^ (s + 1) * legendre (l + 1) (1 - u / 2))
        - ((l : ℝ) + 1) * (u ^ s * legendre l (1 - u / 2))) := by
    rw [← intervalIntegral.integral_const_mul]
    apply intervalIntegral.integral_congr
    intro u hu
    rw [Set.uIcc_of_le (by norm_num)] at hu
    simp only [legendre, Real.rpow_add_one' hu.1 hs1]
    field_simp
    ring
  rw [intervalIntegral.integral_sub ((i1.const_mul _).sub (i2.const_mul _)) (i0.const_mul _),
    intervalIntegral.integral_sub (i1.const_mul _) (i2.const_mul _),
    intervalIntegral.integral_const_mul, intervalIntegral.integral_const_mul,
    intervalIntegral.integral_const_mul] at key
  rw [(moment_substitution s (l + 2)).1, (moment_substitution s (l + 1)).1,
    (moment_substitution (s + 1) (l + 1)).1, (moment_substitution s l).1]
  linear_combination 2⁻¹ * key

end

end MomentBonnet
```

Lean reports:

```
Main.lean:77:4: error: No goals to be solved
```

Cause. The message "No goals to be solved" points at the `ring` that follows `field_simp` in the proof of `key`. It means that the tactic was called when nothing was left to prove; the mathematics is not at fault.

At that place the goal is the equality of the two integrands at a point u. The `simp only` call unfolds the Legendre recurrence and rewrites `u ^ (s + 1)` as `u ^ s * u`. What remains is an algebraic identity with the denominators `(l : ℝ) + 2` and 2, the first known to be nonzero from `hl`. Here `field_simp` does more than clear the denominators: its own simplification proves the identity and closes the goal. The `ring` meant to finish the algebra therefore has no goal to work on, and Lean reports an error.

The diff deletes that `ring`. The proof of `key` then ends with `field_simp`, and the rest stands unchanged.

The mended proof, as a diff:

```diff
@@ -75,5 +75,4 @@
     simp only [legendre, Real.rpow_add_one' hu.1 hs1]
     field_simp
-    ring
   rw [intervalIntegral.integral_sub ((i1.const_mul _).sub (i2.const_mul _)) (i0.const_mul _),
     intervalIntegral.integral_sub (i1.const_mul _) (i2.const_mul _),
```
